# Every SU(2) matrix is a product of rotations about z, y and z

To run a one-qubit gate on hardware or in a circuit simulator that offers only rotations about the z and y axes, one reads three angles off the gate's 2 by 2 matrix and applies three rotations in turn. This step relies on such angles existing for every gate. They do, up to a global phase, for exact unitary operations on a single two-level system.

Let σy and σz be the Pauli matrices, with spin up as the first basis vector, and write

Ry(b) = exp(-ibσy/2),  Rz(a) = exp(-iaσz/2).

SU(2) is the set of complex 2 by 2 matrices U with UU† = 1 and det U = 1. The claim is that U lies in SU(2) exactly when

U = Rz(a) Ry(b) Rz(c)

for some real a, b, c with 0 ≤ b ≤ π. Acting on a column vector, Rz(c) comes first.

## Reading the angles off the matrix

Since σz is diagonal with entries 1 and -1, its exponential is taken entry by entry:

Rz(a) = [[e^(-ia/2), 0], [0, e^(ia/2)]].

The normalised eigenvectors of σy are (1, i)/√2 and (1, -i)/√2, with eigenvalues 1 and -1. In that basis Ry(b) is therefore the diagonal matrix Rz(b). With S = [[1, 1], [i, -i]] and S⁻¹ = [[1/2, -i/2], [1/2, i/2]],

Ry(b) = S Rz(b) S⁻¹ = [[cos(b/2), -sin(b/2)], [sin(b/2), cos(b/2)]].

Number rows and columns from 0. Multiplying the three rotations gives the entries

U₀₀ = e^(-i(a+c)/2) cos(b/2)
U₀₁ = -e^(-i(a-c)/2) sin(b/2)
U₁₀ = e^(i(a-c)/2) sin(b/2)
U₁₁ = e^(i(a+c)/2) cos(b/2).

Now take any U in SU(2). Its inverse is U†, and because det U = 1 it is also the adjugate:

[[U₀₀*, U₁₀*], [U₀₁*, U₁₁*]] = [[U₁₁, -U₀₁], [-U₁₀, U₀₀]].

Setting p = U₀₀ and q = U₁₀, the first row gives U₁₁ = p* and U₀₁ = -q*. Hence

U = [[p, -q*], [q, p*]],  |p|² + |q|² = det U = 1.

Conversely, every matrix of this form has determinant |p|² + |q|² = 1. Its rows have unit length and are orthogonal, since pq* - q*p = 0, so it is in SU(2).

It remains to match p and q with the first column of the Euler product. For this it is enough to have

cos(b/2) = |p|,  sin(b/2) = |q|,  -(a+c)/2 = arg p,  (a-c)/2 = arg q,

which is solved by

b = 2 arccos|p|,  a = arg q - arg p,  c = -arg p - arg q.

As 0 ≤ |p| ≤ 1, b lies in [0, π], and sin(b/2) = √(1 - |p|²) = |q|. If p or q vanishes, any value serves as its argument. In the other direction, the Euler product has the form above with p = U₀₀ and q = U₁₀, and cos²(b/2) + sin²(b/2) = 1, so it is in SU(2).

The middle angle is unique, because

|U₀₀|² = cos²(b/2) = (1 + cos b)/2

fixes cos b, and cosine is injective on [0, π].

If V is only unitary, then |det V| = 1, so det V = e^(iθ) with θ real. The matrix W = e^(-iθ/2) V is unitary with det W = e^(-iθ) det V = 1. Decomposing W gives V = e^(iδ) Rz(a) Ry(b) Rz(c) with δ = θ/2.

## Pauli matrices and rotations in Lean

```lean
import Mathlib

open Matrix NormedSpace ComplexConjugate
open Complex (I)

namespace EulerAngles

noncomputable section
```

Operators on the two-level system are of type `Matrix (Fin 2) (Fin 2) ℂ`, with indices 0 for spin up and 1 for spin down.

```lean
/-- The Pauli matrix `σy`. -/
def pauliY : Matrix (Fin 2) (Fin 2) ℂ := !![0, -I; I, 0]

/-- The Pauli matrix `σz`. -/
def pauliZ : Matrix (Fin 2) (Fin 2) ℂ := !![1, 0; 0, -1]
```

The rotations are defined as true matrix exponentials of the generators. The factor 1/2 in the exponent fixes the spin-1/2 convention, in which a full turn by 2π gives -1.

```lean
/-- The spin-1/2 rotation `exp(-i b σy / 2)` about the y axis. -/
def Ry (b : ℝ) : Matrix (Fin 2) (Fin 2) ℂ := NormedSpace.exp ((-(I * b / 2)) • pauliY)

/-- The spin-1/2 rotation `exp(-i a σz / 2)` about the z axis. -/
def Rz (a : ℝ) : Matrix (Fin 2) (Fin 2) ℂ := NormedSpace.exp ((-(I * a / 2)) • pauliZ)
```

A different model would define `Ry` and `Rz` directly as the explicit matrices of sines, cosines and phases. The two lemmas that compute the exponentials would then disappear and the later algebra would stay the same, but the theorem would say nothing about the generators σy and σz until that link was proved separately.

```lean
/-- The phase factor `exp(iθ)`. -/
def phase (θ : ℝ) : ℂ := Complex.exp (θ * I)
```

Three small lemmas carry the bookkeeping: matrices are compared entry by entry, phases multiply by adding angles, and conjugation reverses the angle.

```lean
/-- Two 2 by 2 matrices with the same four entries are equal. -/
theorem entries {a b c d a' b' c' d' : ℂ} (h1 : a = a') (h2 : b = b') (h3 : c = c')
    (h4 : d = d') : !![a, b; c, d] = !![a', b'; c', d'] := by
  rw [h1, h2, h3, h4]

/-- Phase factors multiply by adding their angles. -/
theorem phase_add (x y : ℝ) : phase (x + y) = phase x * phase y := by
  unfold phase
  rw [← Complex.exp_add]
  congr 1
  push_cast
  ring

/-- Complex conjugation reverses the angle of a phase factor. -/
theorem conj_phase (x : ℝ) : conj (phase x) = phase (-x) := by
  unfold phase
  rw [← Complex.exp_conj]
  simp
```

## From exponentials to matrix elements

For the z rotation, `h` writes the exponent as a diagonal matrix, and `Matrix.exp_diagonal` moves the exponential onto the diagonal.

```lean
/-- The rotation `Rz a` is diagonal, with entries `exp(-ia/2)` for spin up and `exp(ia/2)` for spin
down. -/
theorem Rz_eq (a : ℝ) : Rz a = !![phase (-a / 2), 0; 0, phase (a / 2)] := by
  have h : (-(I * a / 2)) • pauliZ
      = diagonal ![((-a / 2 : ℝ) : ℂ) * I, ((a / 2 : ℝ) : ℂ) * I] := by
    ext i j
    fin_cases i <;> fin_cases j <;> simp [pauliZ] <;> ring
  -- the exponential of a tuple is taken entry by entry
  have hexp : ∀ (v : Fin 2 → ℂ) (i : Fin 2),
      NormedSpace.exp v i = NormedSpace.exp (v i) := by
    intro v i
    exact NormedSpace.map_exp (Pi.evalRingHom (fun _ : Fin 2 => ℂ) i) (continuous_apply i) v
  unfold Rz
  rw [h, Matrix.exp_diagonal]
  ext i j
  fin_cases i <;> fin_cases j <;> simp [phase, Complex.exp_eq_exp_ℂ, hexp]
```

For the y rotation, `hUV` checks that the two matrices called S and S⁻¹ above are inverse to each other, and `hy` is the change of basis from σz to σy. The step `key` carries this through the exponential. Euler's formula, in `hp` and `hm`, then turns the phases into sines and cosines, with i² = -1 supplied by `Complex.I_sq`.

```lean
/-- A rotation about y is a real rotation matrix with half the angle. -/
theorem Ry_eq (b : ℝ) : Ry b = !![(Real.cos (b / 2) : ℂ), -(Real.sin (b / 2) : ℂ);
    (Real.sin (b / 2) : ℂ), (Real.cos (b / 2) : ℂ)] := by
  -- the two change-of-basis matrices multiply to the identity
  have hUV : !![1, 1; I, -I] * !![1 / 2, -I / 2; 1 / 2, I / 2] = 1 := by
    rw [Matrix.mul_fin_two, Matrix.one_fin_two]
    apply entries
    · ring
    · ring
    · ring
    · linear_combination -Complex.I_sq
  have hy : ∀ x : ℂ, x • pauliY
      = !![1, 1; I, -I] * (x • pauliZ) * !![1 / 2, -I / 2; 1 / 2, I / 2] := by
    intro x
    have h1 : x • pauliY = !![0, -(x * I); x * I, 0] := by
      ext i j
      fin_cases i <;> fin_cases j <;> simp [pauliY]
    have h2 : x • pauliZ = !![x, 0; 0, -x] := by
      ext i j
      fin_cases i <;> fin_cases j <;> simp [pauliZ]
    rw [h1, h2, Matrix.mul_fin_two, Matrix.mul_fin_two]
    apply entries <;> ring
  have key : Ry b = !![1, 1; I, -I] * Rz b * !![1 / 2, -I / 2; 1 / 2, I / 2] := by
    unfold Ry Rz
    rw [hy]
    exact Matrix.exp_units_conj ⟨_, _, hUV, mul_eq_one_comm.mp hUV⟩ _
  have hp : phase (b / 2) = Real.cos (b / 2) + Real.sin (b / 2) * I := by
    rw [phase, Complex.exp_mul_I, Complex.ofReal_cos, Complex.ofReal_sin]
  have hm : phase (-b / 2) = Real.cos (b / 2) - Real.sin (b / 2) * I := by
    rw [neg_div, ← conj_phase, hp, map_add, map_mul, Complex.conj_ofReal,
      Complex.conj_ofReal, Complex.conj_I]
    ring
  rw [key, Rz_eq, hp, hm, Matrix.mul_fin_two, Matrix.mul_fin_two]
  apply entries
  · ring
  · linear_combination (Real.sin (b / 2) : ℂ) * Complex.I_sq
  · linear_combination -(Real.sin (b / 2) : ℂ) * Complex.I_sq
  · linear_combination -(Real.cos (b / 2) : ℂ) * Complex.I_sq
```

The product of the three rotations has the four entries found by hand. The signs inside the phases are arranged so that the second column is visibly built from conjugates of the first.

```lean
/-- The matrix elements of the product of three Euler rotations. -/
theorem euler_matrix (a b c : ℝ) : Rz a * Ry b * Rz c =
    !![phase (-(a + c) / 2) * (Real.cos (b / 2) : ℂ),
      -(phase (-((a - c) / 2)) * (Real.sin (b / 2) : ℂ));
      phase ((a - c) / 2) * (Real.sin (b / 2) : ℂ),
      phase (-(-(a + c) / 2)) * (Real.cos (b / 2) : ℂ)] := by
  rw [Rz_eq a, Ry_eq, Rz_eq c, Matrix.mul_fin_two, Matrix.mul_fin_two,
    show -(a + c) / 2 = -a / 2 + -c / 2 by ring,
    show -((a - c) / 2) = -a / 2 + c / 2 by ring,
    show (a - c) / 2 = a / 2 + -c / 2 by ring,
    show -(-a / 2 + -c / 2) = a / 2 + c / 2 by ring]
  simp only [phase_add]
  apply entries <;> ring
```

## Two amplitudes describe SU(2)

Membership in `Matrix.specialUnitaryGroup` unfolds to `U * star U = 1` and determinant 1, where `star` is the adjoint. In the forward direction, `h` identifies the adjoint with the adjugate, `h00` and `h01` read off its first row, and the determinant gives the normalisation. The converse multiplies the matrix by its adjoint and computes the determinant.

```lean
/-- Cayley-Klein form: the matrices of SU(2) are those of the form `[[p, -q*], [q, p*]]` for complex
`p`, `q` with `|p|² + |q|² = 1`. -/
theorem cayley_klein (U : Matrix (Fin 2) (Fin 2) ℂ) :
    U ∈ Matrix.specialUnitaryGroup (Fin 2) ℂ ↔
      ∃ p q : ℂ, ‖p‖ ^ 2 + ‖q‖ ^ 2 = 1 ∧ U = !![p, -conj q; q, conj p] := by
  rw [Matrix.mem_specialUnitaryGroup_iff, Matrix.mem_unitaryGroup_iff]
  constructor
  · rintro ⟨hu, hd⟩
    -- for determinant one the adjoint is the adjugate
    have h : star U = U.adjugate := by
      calc star U = (U.adjugate * U) * star U := by
            rw [Matrix.adjugate_mul, hd, one_smul, one_mul]
        _ = U.adjugate := by rw [mul_assoc, hu, mul_one]
    rw [Matrix.adjugate_fin_two] at h
    have h00 : conj (U 0 0) = U 1 1 := by
      simpa [Matrix.star_apply] using congrFun (congrFun h 0) 0
    have h01 : conj (U 1 0) = -U 0 1 := by
      simpa [Matrix.star_apply] using congrFun (congrFun h 0) 1
    refine ⟨U 0 0, U 1 0, ?_, ?_⟩
    · rw [Matrix.det_fin_two] at hd
      have hc : U 0 0 * conj (U 0 0) + U 1 0 * conj (U 1 0) = 1 := by
        rw [h00, h01]
        linear_combination hd
      rw [Complex.mul_conj, Complex.mul_conj, Complex.normSq_eq_norm_sq,
        Complex.normSq_eq_norm_sq] at hc
      exact_mod_cast hc
    · rw [h00, h01, neg_neg]
      exact Matrix.eta_fin_two U
  · rintro ⟨p, q, h, rfl⟩
    have hc : p * conj p + q * conj q = 1 := by
      rw [Complex.mul_conj, Complex.mul_conj, Complex.normSq_eq_norm_sq,
        Complex.normSq_eq_norm_sq]
      exact_mod_cast h
    have hs : star !![p, -conj q; q, conj p] = !![conj p, conj q; -q, p] := by
      ext i j
      fin_cases i <;> fin_cases j <;> simp [Matrix.star_apply]
    constructor
    · rw [hs, Matrix.mul_fin_two, Matrix.one_fin_two]
      apply entries
      · linear_combination hc
      · ring
      · ring
      · linear_combination hc
    · rw [Matrix.det_fin_two_of]
      linear_combination hc
```

## The decomposition theorem

The next statement is an equivalence for an arbitrary complex 2 by 2 matrix `U`: it is in SU(2) if and only if real `a`, `b`, `c` exist with `b` between 0 and π and `U = Rz a * Ry b * Rz c`. The outer angles are unrestricted real numbers.

In the forward direction, `polar` writes a complex number as its phase times its modulus, and `polar'` does the same for its conjugate. The `refine` line supplies the three angles of the hand derivation, and the rewrites that follow turn the Euler product back into the matrix of p and q. The converse takes p and q from the first column of the product. It discards the bounds on `b`, so it holds for any real middle angle.

```lean
/-- Euler angle decomposition: a 2 by 2 matrix is unitary with determinant 1 exactly when it is
`exp(-iaσz/2) exp(-ibσy/2) exp(-icσz/2)` for real `a`, `b`, `c` with `b` in `[0, π]`. -/
theorem euler_decomposition (U : Matrix (Fin 2) (Fin 2) ℂ) :
    U ∈ Matrix.specialUnitaryGroup (Fin 2) ℂ ↔
      ∃ a b c : ℝ, 0 ≤ b ∧ b ≤ Real.pi ∧ U = Rz a * Ry b * Rz c := by
  rw [cayley_klein]
  constructor
  · rintro ⟨p, q, h, rfl⟩
    have polar : ∀ z : ℂ, phase z.arg * (‖z‖ : ℂ) = z := fun z => by
      rw [mul_comm]
      exact Complex.norm_mul_exp_arg_mul_I z
    have polar' : ∀ z : ℂ, phase (-z.arg) * (‖z‖ : ℂ) = conj z := fun z => by
      conv_rhs => rw [← polar z]
      rw [map_mul, conj_phase, Complex.conj_ofReal]
    have hp := norm_nonneg p
    have hp1 : ‖p‖ ≤ 1 := by nlinarith [sq_nonneg ‖q‖]
    have hb := Real.arccos_le_pi_div_two.mpr hp
    -- the moduli fix `b`, the arguments fix `a` and `c`
    refine ⟨q.arg - p.arg, 2 * Real.arccos ‖p‖, -p.arg - q.arg,
      by linarith [Real.arccos_nonneg ‖p‖], by linarith, ?_⟩
    rw [euler_matrix, show 2 * Real.arccos ‖p‖ / 2 = Real.arccos ‖p‖ by ring,
      Real.cos_arccos (by linarith) hp1, Real.sin_arccos,
      show 1 - ‖p‖ ^ 2 = ‖q‖ ^ 2 by linarith, Real.sqrt_sq (norm_nonneg q),
      show -(q.arg - p.arg + (-p.arg - q.arg)) / 2 = p.arg by ring,
      show (q.arg - p.arg - (-p.arg - q.arg)) / 2 = q.arg by ring,
      polar, polar, polar', polar']
  · rintro ⟨a, b, c, -, -, rfl⟩
    refine ⟨phase (-(a + c) / 2) * (Real.cos (b / 2) : ℂ),
      phase ((a - c) / 2) * (Real.sin (b / 2) : ℂ), ?_, ?_⟩
    · rw [norm_mul, norm_mul, phase, phase, Complex.norm_exp_ofReal_mul_I,
        Complex.norm_exp_ofReal_mul_I, one_mul, one_mul, Complex.norm_real, Complex.norm_real,
        Real.norm_eq_abs, Real.norm_eq_abs, sq_abs, sq_abs, Real.cos_sq_add_sin_sq]
    · rw [euler_matrix, map_mul, map_mul, conj_phase, conj_phase, Complex.conj_ofReal,
        Complex.conj_ofReal]
```

## Uniqueness of the middle angle

If two Euler products agree and both middle angles lie in `Set.Icc 0 Real.pi`, the closed interval [0, π], then those angles are equal. Here `key` computes the squared modulus of the upper left entry, `Real.cos_sq` passes from the half angle to the full angle, and `Real.injOn_cos` finishes.

The outer angles have no such theorem, and they are not unique: at b = 0 the matrix depends only on a + c, and at b = π only on a - c.

```lean
/-- If two Euler products whose middle angles both lie in `[0, π]` give the same matrix, then their
middle angles are equal. -/
theorem middle_angle_unique {a b c a' b' c' : ℝ} (hb : b ∈ Set.Icc 0 Real.pi)
    (hb' : b' ∈ Set.Icc 0 Real.pi) (h : Rz a * Ry b * Rz c = Rz a' * Ry b' * Rz c') :
    b = b' := by
  have key : ∀ x y z : ℝ, ‖(Rz x * Ry y * Rz z) 0 0‖ ^ 2 = Real.cos (y / 2) ^ 2 := by
    intro x y z
    rw [euler_matrix]
    change ‖phase (-(x + z) / 2) * (Real.cos (y / 2) : ℂ)‖ ^ 2 = _
    rw [norm_mul, phase, Complex.norm_exp_ofReal_mul_I, one_mul, Complex.norm_real,
      Real.norm_eq_abs, sq_abs]
  have h2 := key a b c
  rw [h, key, Real.cos_sq, Real.cos_sq, mul_div_cancel₀ b' two_ne_zero,
    mul_div_cancel₀ b two_ne_zero] at h2
  exact Real.injOn_cos hb hb' (by linarith)
```

## General unitaries and the global phase

A two-level propagator or gate is often given only as a unitary matrix, with a determinant other than 1. The last theorem covers this case with one more real number `δ`, the global phase. The steps `hd` and `hn` show that the determinant has modulus 1, `hdet` writes it as a phase, and `hW` shows that dividing by a square root of it gives a matrix in SU(2). The main theorem then provides the angles, and the phase is multiplied back.

```lean
/-- Every unitary 2 by 2 matrix is a global phase times a product of three Euler rotations. -/
theorem unitary_decomposition {V : Matrix (Fin 2) (Fin 2) ℂ}
    (hV : V ∈ Matrix.unitaryGroup (Fin 2) ℂ) :
    ∃ δ a b c : ℝ, 0 ≤ b ∧ b ≤ Real.pi ∧ V = phase δ • (Rz a * Ry b * Rz c) := by
  rw [Matrix.mem_unitaryGroup_iff] at hV
  have hd : V.det * conj V.det = 1 := by
    have h := congrArg Matrix.det hV
    rwa [Matrix.det_mul, Matrix.star_eq_conjTranspose, Matrix.det_conjTranspose,
      Matrix.det_one] at h
  have hn : ‖V.det‖ = 1 := by
    rw [Complex.mul_conj, Complex.normSq_eq_norm_sq] at hd
    have h : ‖V.det‖ ^ 2 = 1 := by exact_mod_cast hd
    nlinarith [norm_nonneg V.det]
  have h0 : phase 0 = 1 := by simp [phase]
  have hdet : V.det = phase V.det.arg := by
    have h := Complex.norm_mul_exp_arg_mul_I V.det
    rw [hn, Complex.ofReal_one, one_mul] at h
    exact h.symm
  -- dividing by a square root of the determinant lands in SU(2)
  have hW : phase (-(V.det.arg / 2)) • V ∈ Matrix.specialUnitaryGroup (Fin 2) ℂ := by
    rw [Matrix.mem_specialUnitaryGroup_iff, Matrix.mem_unitaryGroup_iff]
    constructor
    · have hs : star (phase (-(V.det.arg / 2))) = phase (V.det.arg / 2) := by
        have h := conj_phase (-(V.det.arg / 2))
        rwa [neg_neg] at h
      rw [star_smul, hs, Matrix.smul_mul, Matrix.mul_smul, hV, smul_smul, ← phase_add,
        neg_add_cancel, h0, one_smul]
    · rw [Matrix.det_smul, Fintype.card_fin, pow_two, ← phase_add]
      calc _ = phase (-(V.det.arg / 2) + -(V.det.arg / 2)) * phase V.det.arg :=
            congrArg _ hdet
        _ = 1 := by
            rw [← phase_add, ← h0]
            congr 1
            ring
  obtain ⟨a, b, c, h1, h2, h3⟩ := (euler_decomposition _).mp hW
  refine ⟨V.det.arg / 2, a, b, c, h1, h2, ?_⟩
  rw [← h3, smul_smul, ← phase_add, add_neg_cancel, h0, one_smul]

end

end EulerAngles
```

```lean
#print axioms EulerAngles.euler_matrix
#print axioms EulerAngles.middle_angle_unique
#print axioms EulerAngles.unitary_decomposition
```

```
'EulerAngles.euler_matrix' depends on axioms: [propext, Classical.choice, Quot.sound]
'EulerAngles.middle_angle_unique' depends on axioms: [propext, Classical.choice, Quot.sound]
'EulerAngles.unitary_decomposition' depends on axioms: [propext, Classical.choice, Quot.sound]
```
